# Four inversion parities decide whether a band's Chern number on an even momentum grid is odd

To find out whether an isolated band of an inversion-symmetric two-dimensional crystal has an odd Chern number, one can diagonalise the Bloch Hamiltonian at the four momenta with $k=-k$, read off the inversion eigenvalue of the band at each, and multiply. A product of $-1$ means an odd, hence nonzero, Chern number.

Take one even and one odd orbital per site, with inversion $P=\sigma_z$ and
$$H(k)=\sin k_x\,\sigma_x+\sin k_y\,\sigma_y+(m+\cos k_x+\cos k_y)\,\sigma_z .$$
For $m=1$ the coefficient of $\sigma_z$ at $(0,0),(\pi,0),(0,\pi),(\pi,\pi)$ is $3,1,1,-1$. The lower band has parities $-1,-1,-1,+1$, so its Chern number is odd.

The theorem below justifies this rule for a single non-interacting band whose inversion matrix is the same at every momentum. The band is sampled on a uniform grid that contains $k=0$ and has an even number of points in each direction, neighbouring states are not orthogonal, and the Chern number is computed from normalised overlaps. Identifying that integer with the Chern number of the continuous band is a further step: it is justified once the mesh is fine enough for the plaquette arguments to reproduce the Berry fluxes. The examples of failure given for some of the hypotheses are elementary arguments in the prose, separate from the checked theorem.

## The band, its links and its flux

```lean
import Mathlib

open Finset ComplexConjugate

namespace InversionChernParity

noncomputable section

variable {E : Type*} [NormedAddCommGroup E] [InnerProductSpace ℂ E] {L K : ℕ}
```

The states $u(x,y)$ lie in any complex inner-product space `E`. The labels $x,y$ are momentum indices, not positions, and `ZMod` makes the grid periodic. Write $U(k,k')$ for the `link` from $k$ to $k'$:
$$U(k,k')=\frac{\langle u(k)|u(k')\rangle}{|\langle u(k)|u(k')\rangle|}.$$

```lean
/-- The overlap of two non-orthogonal states divided by its modulus. -/
def link (v w : E) : ℂ := inner ℂ v w / (‖inner ℂ v w‖ : ℂ)
```

The plaquette $W(x,y)$ is the product of four links, taken counterclockwise.

```lean
/-- The product of links around the plaquette with lower left corner `(x, y)`,
for nonzero overlaps along its edges. -/
def plaquette (u : ZMod L → ZMod K → E) (x : ZMod L) (y : ZMod K) : ℂ :=
  link (u x y) (u (x + 1) y) * link (u (x + 1) y) (u (x + 1) (y + 1)) *
    link (u (x + 1) (y + 1)) (u x (y + 1)) * link (u x (y + 1)) (u x y)
```

The total flux $\Phi$ adds principal arguments, which lie in $(-\pi,\pi]$. Berry phases are often defined with the opposite sign; this changes the sign of $C$ but not its parity.

```lean
/-- The sum of the principal arguments of all plaquettes. -/
def totalFlux [NeZero L] [NeZero K] (u : ZMod L → ZMod K → E) : ℝ :=
  ∑ x, ∑ y, (plaquette u x y).arg
```

The Wilson loop $w(x)$ is the product of links along $y$.

```lean
/-- The Wilson loop in the `y` direction at fixed `x`. -/
def wilson [NeZero K] (u : ZMod L → ZMod K → E) (x : ZMod L) : ℂ :=
  ∏ y, link (u x y) (u x (y + 1))
```

All physical hypotheses except the even grid size are collected in one structure.

```lean
/-- Unit states with nonzero neighbour overlaps, which the unitary involution `P`
maps from `k` to `-k` with the factor `c`. -/
structure InversionBand (P : E →ₗᵢ[ℂ] E) (u : ZMod L → ZMod K → E)
    (c : ZMod L → ZMod K → ℂ) : Prop where
  unit : ∀ x y, ‖u x y‖ = 1
  overlap_x : ∀ x y, inner ℂ (u x y) (u (x + 1) y) ≠ 0
  overlap_y : ∀ x y, inner ℂ (u x y) (u x (y + 1)) ≠ 0
  involutive : ∀ v, P (P v) = v
  inversion : ∀ x y, P (u x y) = c x y • u (-x) (-y)
```

## An even number of points in each direction

The label $(0,0)$ stands for zero momentum. With $2N\times2M$ points and $N,M\ge1$, the grid then contains the four momenta $(0,0),(0,M),(N,0),(N,M)$, at which $k=-k$. A grid shifted by half a step in each direction, such as the standard Monkhorst–Pack grid with even numbers of points, contains none of them. With an odd number of points in a direction, the zone-boundary momentum is missing and its parities cannot be read from the grid.

By hand, evenness lets the columns $x$ and $-x-1$ form $N$ pairs. In Lean, `cast_fold` identifies opposite momenta, and `prod_half` splits the ring and reflects its second half. The additive version, `sum_half`, is generated from it.

```lean
/-- On a ring of `2N` sites, labels that add up to `2N` are opposite momenta. -/
theorem cast_fold {N m j : ℕ} (h : m + j = 2 * N) : (m : ZMod (2 * N)) = -j :=
  eq_neg_of_add_eq_zero_left (by rw [← Nat.cast_add, h, ZMod.natCast_self])

/-- A product over a ring of `2N` sites is a product over `N` pairs `x`, `-x - 1`. -/
@[to_additive /-- A sum over a ring of `2N` sites is a sum over `N` pairs `x`, `-x - 1`. -/]
theorem prod_half {A : Type*} [CommMonoid A] {N : ℕ} [NeZero N] (f : ZMod (2 * N) → A) :
    ∏ x, f x = ∏ i ∈ range N, (f (i : ZMod (2 * N)) * f (-(i : ZMod (2 * N)) - 1)) := by
  have h : ∏ x, f x = ∏ i ∈ range (N + N), f (i : ZMod (2 * N)) :=
    prod_nbij' ZMod.val (fun i => (i : ZMod (2 * N)))
      (fun x _ => mem_range.2 (by have := ZMod.val_lt x; omega)) (fun _ _ => mem_univ _)
      (fun x _ => ZMod.natCast_zmod_val x)
      (fun i hi => by
        rw [ZMod.val_natCast, Nat.mod_eq_of_lt (by have := mem_range.1 hi; omega)])
      (fun x _ => by rw [ZMod.natCast_zmod_val])
  rw [h, prod_range_add, prod_mul_distrib]
  congr 1
  -- reflect the second half of the ring
  refine prod_nbij' (fun i => N - 1 - i) (fun i => N - 1 - i) ?_ ?_ ?_ ?_ ?_
  · intro j hj
    simp only [mem_range] at hj ⊢
    omega
  · intro j hj
    simp only [mem_range] at hj ⊢
    omega
  · intro j hj
    simp only [mem_range] at hj ⊢
    omega
  · intro j hj
    simp only [mem_range] at hj ⊢
    omega
  · intro j hj
    have hj' := mem_range.1 hj
    have hsum : (N + j) + (N - 1 - j + 1) = 2 * N := by omega
    rw [cast_fold hsum, Nat.cast_add, Nat.cast_one, neg_add']
```

## Nonzero neighbour overlaps

The band must change slowly enough that neighbouring states are never orthogonal. Then $|U(k,k')|=1$ and $U(k,k')\,U(k',k)=1$, since reversing an overlap conjugates it.

```lean
/-- For nonzero overlap a link is a phase, and the reversed link is its inverse. -/
theorem link_unit {v w : E} (h : inner ℂ v w ≠ 0) :
    ‖link v w‖ = 1 ∧ link v w * link w v = 1 := by
  have hn := norm_ne_zero_iff.2 h
  constructor
  · rw [link, norm_div, Complex.norm_real, norm_norm, div_self hn]
  · rw [link, link, ← inner_conj_symm (𝕜 := ℂ) w v, RCLike.norm_conj, div_mul_div_comm,
      Complex.mul_conj, Complex.normSq_eq_norm_sq, Complex.ofReal_pow, ← sq,
      div_self (pow_ne_zero 2 (Complex.ofReal_ne_zero.2 hn))]
```

Without the two overlap conditions the theorem fails. On the $2\times2$ grid, take an odd state at $(0,0)$ and the same even state elsewhere. The parity product is $-1$, but every plaquette contains a vanishing overlap, which Lean's $0/0=0$ turns into zero flux.

## Unit norm and an inversion that squares to one

`P` is a linear isometry, and `involutive` makes it unitary. Taking norms in $Pu(k)=c(k)u(-k)$ gives $|c(k)|=1$. Applying $P$ again gives $u(k)=c(k)c(-k)u(k)$, so $c(k)c(-k)=1$ and $c(k)^*=c(-k)$. At $k=-k$ the factor is therefore a parity, $\pm1$; elsewhere it depends on the gauge.

```lean
variable {P : E →ₗᵢ[ℂ] E} {u : ZMod L → ZMod K → E} {c : ZMod L → ZMod K → ℂ}

/-- The inversion factors are phases, inverse to each other at `k` and `-k`. -/
theorem InversionBand.parity_unit (h : InversionBand P u c) (x : ZMod L) (y : ZMod K) :
    ‖c x y‖ = 1 ∧ c x y * c (-x) (-y) = 1 := by
  constructor
  · have h1 := congrArg norm (h.inversion x y)
    rw [P.norm_map, norm_smul, h.unit x y, h.unit (-x) (-y), mul_one] at h1
    exact h1.symm
  · have h1 := h.involutive (u x y)
    rw [h.inversion x y, map_smul, h.inversion (-x) (-y), neg_neg, neg_neg, smul_smul] at h1
    have hu : u x y ≠ 0 := norm_ne_zero_iff.1 (by rw [h.unit x y]; exact one_ne_zero)
    exact smul_left_injective ℂ hu (h1.trans (one_smul ℂ _).symm)
```

Unit norm is a convenience: dividing nonzero states by their norms changes neither the links nor the four parities. Some condition on $P^2$ is needed. A constant one-component state with $P=e^{i\pi/4}$ has zero flux, yet its four factors multiply to $-1$.

## One inversion partner for every state

The field `inversion` says that the band at $k$ is mapped to the same band at $-k$, as for a non-degenerate band. The same $P$ acts at every momentum. This fits a tight-binding model with periodic $H(k)$ in which inversion takes all orbitals of one cell to a single opposite cell; otherwise $P$ acquires momentum-dependent phases.

Since $P$ preserves inner products,
$$\langle u(k)|u(k')\rangle=c(k)^*c(k')\langle u(-k)|u(-k')\rangle,$$
and hence
$$U(k,k')=c(-k)\,c(k')\,U(-k,-k').$$

```lean
/-- Inversion relates the link from `k` to `k'` to the link from `-k` to `-k'`. -/
theorem InversionBand.link_inversion (h : InversionBand P u c) (x : ZMod L) (y : ZMod K)
    (x' : ZMod L) (y' : ZMod K) : link (u x y) (u x' y') =
      c (-x) (-y) * c x' y' * link (u (-x) (-y)) (u (-x') (-y')) := by
  obtain ⟨hn, hm⟩ := h.parity_unit x y
  have h1 : c x y * conj (c x y) = 1 := by
    rw [Complex.mul_conj, Complex.normSq_eq_norm_sq, hn]; simp
  have hc : conj (c x y) = c (-x) (-y) := by
    linear_combination c (-x) (-y) * h1 - conj (c x y) * hm
  have hi : inner ℂ (u x y) (u x' y') =
      c (-x) (-y) * c x' y' * inner ℂ (u (-x) (-y)) (u (-x') (-y')) := by
    rw [← P.inner_map_map, h.inversion x y, h.inversion x' y', inner_smul_left,
      inner_smul_right, hc, mul_assoc]
  unfold link
  rw [hi, norm_mul, norm_mul, (h.parity_unit (-x) (-y)).1, (h.parity_unit x' y').1,
    one_mul, one_mul, mul_div_assoc]
```

Around a plaquette each corner contributes $c(k)c(-k)=1$. Inversion is a half-turn of the momentum plane, so it keeps the orientation, and $W(x,y)=W(-x-1,-y-1)$. In Lean, `ring` collects the corner factors and `parity_unit` removes them.

```lean
/-- Inversion maps each plaquette to one with the same flux. -/
theorem InversionBand.plaquette_inversion (h : InversionBand P u c) (x : ZMod L)
    (y : ZMod K) : plaquette u x y = plaquette u (-x - 1) (-y - 1) := by
  calc plaquette u x y
      = (c x y * c (-x) (-y)) * (c (x + 1) y * c (-(x + 1)) (-y)) *
        (c (x + 1) (y + 1) * c (-(x + 1)) (-(y + 1))) *
        (c x (y + 1) * c (-x) (-(y + 1))) * plaquette u (-x - 1) (-y - 1) := by
        simp only [plaquette, sub_add_cancel]
        rw [h.link_inversion x y (x + 1) y, h.link_inversion (x + 1) y (x + 1) (y + 1),
          h.link_inversion (x + 1) (y + 1) x (y + 1), h.link_inversion x (y + 1) x y,
          neg_add' x, neg_add' y]
        ring
    _ = _ := by simp only [(h.parity_unit _ _).2, one_mul]
```

Without this hypothesis $\Phi$ is still $2\pi$ times an integer, because each link enters two plaquettes in opposite directions, but there are no parities to compare it with.

## From a strip to its two edges

Multiply the plaquettes of one column. The horizontal links cancel in pairs after a shift of $y$, which leaves
$$\prod_y W(x,y)=\frac{w(x+1)}{w(x)} .$$
Periodicity in $y$ permits the shift, and the nonzero overlaps permit the cancellation. Induction on the width gives the strip from $0$ to $n$.

```lean
/-- Discrete Stokes theorem: for nonzero neighbour overlaps, the plaquettes of a strip of width `n`
carry the Wilson loop at `0` to the Wilson loop at `n`. -/
theorem InversionBand.strip_stokes [NeZero K] (h : InversionBand P u c) (n : ℕ) :
    wilson u 0 * ∏ i ∈ range n, ∏ y, plaquette u (i : ZMod L) y = wilson u (n : ZMod L) := by
  have step : ∀ x, wilson u x * ∏ y, plaquette u x y = wilson u (x + 1) := by
    intro x
    have shift : ∏ y, link (u (x + 1) (y + 1)) (u x (y + 1)) =
        ∏ y, link (u (x + 1) y) (u x y) :=
      Equiv.prod_comp (Equiv.addRight (1 : ZMod K)) fun y => link (u (x + 1) y) (u x y)
    have h1 : (∏ y, link (u x y) (u (x + 1) y)) * ∏ y, link (u (x + 1) y) (u x y) = 1 := by
      rw [← prod_mul_distrib]
      exact prod_eq_one fun y _ => (link_unit (h.overlap_x x y)).2
    have h2 : wilson u x * ∏ y, link (u x (y + 1)) (u x y) = 1 := by
      rw [wilson, ← prod_mul_distrib]
      exact prod_eq_one fun y _ => (link_unit (h.overlap_y x y)).2
    simp only [plaquette, prod_mul_distrib, shift]
    change wilson u x * (_ * wilson u (x + 1) * _ * _) = _
    linear_combination (wilson u (x + 1) * (∏ y, link (u x y) (u (x + 1) y)) *
      ∏ y, link (u (x + 1) y) (u x y)) * h2 + wilson u (x + 1) * h1
  induction n with
  | zero => simp
  | succ n ih => rw [prod_range_succ, ← mul_assoc, ih, step, Nat.cast_add, Nat.cast_one]
```

On a line with $x=-x$, the link from $y$ to $y+1$ equals $c(x,-y)c(x,y+1)$ times the link from $-y$ to $-y-1$. The latter is the inverse of the link from $-y-1$ to $-y$, so each mirror pair contributes $c(x,-y)c(x,y+1)$. Thus
$$w(x)=\prod_{y=0}^{M-1}c(x,-y)\,c(x,y+1)=c(x,0)\,c(x,M),$$
where the intermediate factors cancel through $c(x,j)c(x,-j)=1$. Both remaining factors square to one, so $w(x)^2=1$. In the proof, `hs` is the pair identity and `tele` the telescoping product.

```lean
/-- For an inversion-symmetric band with nonzero neighbour overlaps and an even number of points
along `y`, the Wilson loop on a line `x = -x` is the product of the two parities there, and its
square is one. -/
theorem InversionBand.wilson_invariant {M : ℕ} [NeZero M] {u : ZMod L → ZMod (2 * M) → E}
    {c : ZMod L → ZMod (2 * M) → ℂ} (h : InversionBand P u c) {x : ZMod L} (hx : -x = x) :
    wilson u x = c x 0 * c x M ∧ wilson u x * wilson u x = 1 := by
  have hc : ∀ y, c x y * c x (-y) = 1 := fun y => by
    have h1 := (h.parity_unit x y).2
    rwa [hx] at h1
  have h0 := hc 0
  have hM := hc M
  rw [neg_zero] at h0
  rw [← cast_fold (two_mul M).symm] at hM
  -- a link and its mirror image cancel up to inversion factors, which telescope
  have hs : ∀ y, link (u x y) (u x (y + 1)) * link (u x (-y - 1)) (u x (-y - 1 + 1)) =
      c x (-y) * c x (y + 1) := fun y => by
    have h1 := (link_unit (h.overlap_y x (-y - 1))).2
    rw [sub_add_cancel] at h1
    rw [h.link_inversion x y x (y + 1), hx, sub_add_cancel, neg_add' y]
    linear_combination (c x (-y) * c x (y + 1)) * h1
  have tele : ∀ n : ℕ, ∏ i ∈ range n, (c x (-(i : ZMod (2 * M))) * c x (i + 1)) =
      c x 0 * c x n := fun n => by
    induction n with
    | zero => rw [prod_range_zero, Nat.cast_zero, h0]
    | succ n ih =>
      rw [prod_range_succ, ih, Nat.cast_add, Nat.cast_one]
      linear_combination (c x 0 * c x (n + 1)) * hc n
  have hw : wilson u x = c x 0 * c x M := by
    rw [wilson, prod_half, ← tele M]
    exact prod_congr rfl fun i _ => hs i
  exact ⟨hw, by rw [hw]; linear_combination c x M * c x M * h0 + hM⟩
```

## The integer and its parity

Let $S$ be the flux through the columns $0,\dots,N-1$. Columns $x$ and $-x-1$ carry equal flux, so $\Phi=2S$. Each plaquette is a phase, so
$$e^{iS}=\frac{w(N)}{w(0)}=w(0)\,w(N)=c(0,0)\,c(0,M)\,c(N,0)\,c(N,M).$$
The right-hand side squares to one, so $e^{2iS}=1$. Hence $S=\pi C$ with $C$ an integer, $\Phi=2\pi C$, and $(-1)^C=e^{iS}$ is the product of the four parities.

The theorem `chern_parity` states exactly this: for every `InversionBand` on such a grid there is an integer `C` with both properties. Its steps `hflux`, `hexp` and `hone` are the relations above for $\Phi$, $e^{iS}$ and $e^{2iS}$, and `Complex.exp_eq_one_iff` supplies the integer.

```lean
/-- On a grid with an even number of points in each direction, for an inversion-symmetric band of
unit states with nonzero neighbour overlaps, the total flux is `2πC` with `C` an integer, and
`(-1)^C` is the product of the parities at `k = -k`. -/
theorem chern_parity {N M : ℕ} [NeZero N] [NeZero M] {u : ZMod (2 * N) → ZMod (2 * M) → E}
    {c : ZMod (2 * N) → ZMod (2 * M) → ℂ} (h : InversionBand P u c) :
    ∃ C : ℤ, totalFlux u = 2 * Real.pi * C ∧
      (-1 : ℂ) ^ C = c 0 0 * c 0 M * (c N 0 * c N M) := by
  obtain ⟨w0, q0⟩ := h.wilson_invariant neg_zero
  obtain ⟨wN, qN⟩ := h.wilson_invariant (cast_fold (two_mul N).symm).symm
  obtain ⟨S, hS⟩ : ∃ S : ℝ, S = ∑ i ∈ range N, ∑ y, (plaquette u (i : ZMod (2 * N)) y).arg :=
    ⟨_, rfl⟩
  -- the two halves of the torus carry equal flux
  have hr : ∀ x, ∑ y, (plaquette u (-x - 1) y).arg = ∑ y, (plaquette u x y).arg := fun x => by
    simp only [h.plaquette_inversion x]
    exact (Equiv.sum_comp ((Equiv.neg (ZMod (2 * M))).trans (Equiv.subRight 1))
      fun y => (plaquette u (-x - 1) y).arg).symm
  have hflux : totalFlux u = 2 * S := by
    rw [totalFlux, sum_half, hS, mul_sum]
    exact sum_congr rfl fun i _ => by rw [hr]; ring
  have hphase : ∀ x y, Complex.exp ((plaquette u x y).arg * Complex.I) = plaquette u x y := by
    intro x y
    have hn : ‖plaquette u x y‖ = 1 := by
      rw [plaquette, norm_mul, norm_mul, norm_mul, (link_unit (h.overlap_x x y)).1,
        (link_unit (h.overlap_y (x + 1) y)).1,
        (link_unit (mt inner_eq_zero_symm.1 (h.overlap_x x (y + 1)))).1,
        (link_unit (mt inner_eq_zero_symm.1 (h.overlap_y x y))).1]
      norm_num
    have h1 := Complex.norm_mul_exp_arg_mul_I (plaquette u x y)
    rwa [hn, Complex.ofReal_one, one_mul] at h1
  -- the holonomy of half the torus is a product of two Wilson loops
  have hexp : Complex.exp (S * Complex.I) = wilson u 0 * wilson u N := by
    have h1 : Complex.exp (S * Complex.I) =
        ∏ i ∈ range N, ∏ y, plaquette u (i : ZMod (2 * N)) y := by
      simp only [hS, Complex.ofReal_sum, sum_mul, Complex.exp_sum, hphase]
    have h2 := h.strip_stokes N
    rw [← h1] at h2
    linear_combination wilson u 0 * h2 - Complex.exp (S * Complex.I) * q0
  have hone : Complex.exp (S * Complex.I + S * Complex.I) = 1 := by
    rw [Complex.exp_add, hexp]
    linear_combination wilson u N * wilson u N * q0 + qN
  obtain ⟨C, hC⟩ := Complex.exp_eq_one_iff.1 hone
  have hSC : (S : ℂ) * Complex.I = C * (Real.pi * Complex.I) := by linear_combination hC / 2
  refine ⟨C, ?_, by rw [← w0, ← wN, ← hexp, hSC, Complex.exp_int_mul, Complex.exp_pi_mul_I]⟩
  have h1 : (S : ℂ) = C * Real.pi :=
    mul_right_cancel₀ Complex.I_ne_zero (by linear_combination hSC)
  have h2 : S = C * Real.pi := by exact_mod_cast h1
  rw [hflux, h2]
  ring
```

## A single odd orbital in any gauge

The hypotheses can be met on every grid. Take `E` to be the complex numbers, $P=-1$, and arbitrary phases $g(k)$ as states. Then $c(k)=-g(k)g(-k)^*$, which is $-1$ at each of the four momenta. Their product is $+1$, in agreement with $C=0$, since the phases cancel around every plaquette.

```lean
/-- One odd orbital with arbitrary momentum-dependent phases `g` is an inversion-symmetric
band. -/
theorem chern_parity_witness (g : ZMod L → ZMod K → ℂ) (hg : ∀ x y, ‖g x y‖ = 1) :
    InversionBand (LinearIsometryEquiv.neg ℂ).toLinearIsometry g
      (fun x y => -(g x y * conj (g (-x) (-y)))) := by
  have h0 : ∀ x y, g x y ≠ 0 := fun x y => norm_ne_zero_iff.1 (by rw [hg]; exact one_ne_zero)
  refine ⟨hg, fun x y => by simp [h0], fun x y => by simp [h0], fun v => by simp,
    fun x y => ?_⟩
  have h1 : g (-x) (-y) * conj (g (-x) (-y)) = 1 := by
    rw [Complex.mul_conj, Complex.normSq_eq_norm_sq, hg]; simp
  change -g x y = -(g x y * conj (g (-x) (-y))) * g (-x) (-y)
  linear_combination g x y * h1

end

end InversionChernParity
```

```lean
#print axioms InversionChernParity.chern_parity
-- 'InversionChernParity.chern_parity' depends on axioms: [propext, Classical.choice, Quot.sound]
```
